# The joint position density of N free same-spin fermions in N consecutive plane waves on a ring is largest exactly at equal spacing

For $N\ge 1$ fermions in one spin state at angles $t_j$ on a ring, filling the orbitals $e^{ikt}$ with $k=0,\dots,N-1$, the squared determinant satisfies $|\det(e^{ikt_j})|^2\le N^N$. Equality holds exactly when the particles sit at $N$ equally spaced points, up to a rigid rotation and a relabelling.

In Lean 4 with Mathlib:

```lean
import Mathlib

open Matrix
open scoped ComplexOrder

namespace FreeFermionsRingMaximum

noncomputable section

variable {N : ℕ}

/-- The plane-wave orbitals `exp(i k t)`, `k = 0, ..., N-1`, evaluated at the particle
angles `t j`; rows are particles and columns are orbitals. -/
def planeWave (t : Fin N → ℝ) : Matrix (Fin N) (Fin N) ℂ :=
  Matrix.of fun j k => Complex.exp (Complex.I * ((k : ℕ) : ℂ) * (t j : ℂ))

/-- The unnormalised probability density of the configuration `t`: the squared modulus of
the plane-wave determinant. -/
def weight (t : Fin N → ℝ) : ℝ := ‖(planeWave t).det‖ ^ 2

/-- The configuration with angles `2 π j / N`. -/
def equallySpaced (N : ℕ) : Fin N → ℝ := fun j => 2 * Real.pi * ((j : ℕ) : ℝ) / N

/-- Nonnegative numbers with mean one have product at most one, and the product is one only
if every number is one. -/
theorem prod_le_one_of_mean_one (x : Fin N → ℝ) (h0 : ∀ i, 0 ≤ x i)
    (hs : ∑ i, x i = N) : ∏ i, x i ≤ 1 ∧ (∏ i, x i = 1 → ∀ i, x i = 1) := by
  -- compare each factor with its exponential tangent bound
  have hle : ∀ i, x i ≤ Real.exp (x i - 1) := fun i => by
    linarith [Real.add_one_le_exp (x i - 1)]
  have hexp : ∏ i, Real.exp (x i - 1) = 1 := by
    rw [← Real.exp_sum, Finset.sum_sub_distrib, hs]
    simp
  refine ⟨?_, fun hp i => ?_⟩
  · rw [← hexp]
    exact Finset.prod_le_prod (fun i _ => h0 i) (fun i _ => hle i)
  · by_contra hi
    have hne : ∏ i, x i ≠ 0 := by rw [hp]; exact one_ne_zero
    have hpos : ∀ j, 0 < x j := fun j =>
      lt_of_le_of_ne (h0 j) (Ne.symm (Finset.prod_ne_zero_iff.1 hne j (Finset.mem_univ j)))
    have hlt : x i < Real.exp (x i - 1) := by
      linarith [Real.add_one_lt_exp (sub_ne_zero.2 hi)]
    have := Finset.prod_lt_prod (fun j _ => hpos j) (fun j _ => hle j)
      ⟨i, Finset.mem_univ i, hlt⟩
    rw [hp, hexp] at this
    exact lt_irrefl _ this

/-- Hadamard's bound for a matrix with entries of modulus one: `|det A|²` is at most `N^N`,
with equality exactly when the rows are mutually orthogonal, `A Aᴴ = N`. -/
theorem hadamard_bound (A : Matrix (Fin N) (Fin N) ℂ) (hA : ∀ j k, ‖A j k‖ = 1) :
    ‖A.det‖ ^ 2 ≤ (N : ℝ) ^ N ∧
      (‖A.det‖ ^ 2 = (N : ℝ) ^ N ↔ A * Aᴴ = (N : ℂ) • (1 : Matrix (Fin N) (Fin N) ℂ)) := by
  have hP : (A * Aᴴ).PosSemidef := Matrix.posSemidef_self_mul_conjTranspose A
  have hH : (A * Aᴴ).IsHermitian := hP.1
  have hp : (0 : ℝ) < (N : ℝ) ^ N := by
    rcases Nat.eq_zero_or_pos N with h | h
    · simp [h]
    · exact pow_pos (Nat.cast_pos.mpr h) N
  -- determinant and trace of the Gram matrix through its eigenvalues
  have hdet : ((‖A.det‖ ^ 2 : ℝ) : ℂ) = (A * Aᴴ).det := by
    rw [Matrix.det_mul, Matrix.det_conjTranspose, ← starRingEnd_apply, Complex.mul_conj,
      Complex.normSq_eq_norm_sq]
  have hprod : ‖A.det‖ ^ 2 = ∏ i, hH.eigenvalues i := by
    apply Complex.ofReal_injective
    rw [Complex.ofReal_prod]
    exact hdet.trans hH.det_eq_prod_eigenvalues
  have h1 : ∀ j k, A j k * star (A j k) = 1 := fun j k => by
    rw [← starRingEnd_apply, Complex.mul_conj, Complex.normSq_eq_norm_sq, hA]
    norm_num
  have htr : (A * Aᴴ).trace = (((N : ℝ) * N : ℝ) : ℂ) := by
    simp only [Matrix.trace, Matrix.diag_apply, Matrix.mul_apply,
      Matrix.conjTranspose_apply, h1]
    simp
  have hsum : ∑ i, hH.eigenvalues i = (N : ℝ) * N := by
    apply Complex.ofReal_injective
    rw [Complex.ofReal_sum]
    exact hH.trace_eq_sum_eigenvalues.symm.trans htr
  have hxs : ∑ i, hH.eigenvalues i / (N : ℝ) = N := by
    rw [← Finset.sum_div, hsum, mul_self_div_self]
  have hxp : ∏ i, hH.eigenvalues i / (N : ℝ) = ‖A.det‖ ^ 2 / (N : ℝ) ^ N := by
    rw [Finset.prod_div_distrib, ← hprod, Finset.prod_const, Finset.card_univ,
      Fintype.card_fin]
  have hb := prod_le_one_of_mean_one (fun i => hH.eigenvalues i / (N : ℝ))
    (fun i => div_nonneg (hP.eigenvalues_nonneg i) (Nat.cast_nonneg N)) hxs
  simp only [hxp] at hb
  refine ⟨(div_le_one hp).1 hb.1, fun h => ?_, fun h => ?_⟩
  · -- equality forces every eigenvalue to be `N`
    have hev : ∀ i, hH.eigenvalues i = N := fun i => by
      have hN : (N : ℝ) ≠ 0 := Nat.cast_ne_zero.2 (by have := i.2; omega)
      exact (div_eq_one_iff_eq hN).1 (hb.2 (by rw [h, div_self hp.ne']) i)
    have hd : Matrix.diagonal (RCLike.ofReal ∘ hH.eigenvalues)
        = (N : ℂ) • (1 : Matrix (Fin N) (Fin N) ℂ) := by
      ext i j
      by_cases hij : i = j
      · subst hij
        simp [hev]
      · simp [hij]
    have hs := hH.spectral_theorem
    rw [hd] at hs
    exact hs.trans (by rw [map_smul, map_one])
  · apply Complex.ofReal_injective
    rw [hdet, h, Matrix.det_smul]
    simp

/-- The Gram matrix of the plane-wave rows is a geometric sum in the relative phase of two
particles. -/
theorem gram_apply (t : Fin N → ℝ) (j l : Fin N) :
    (planeWave t * (planeWave t)ᴴ) j l
      = ∑ k : Fin N, Complex.exp (Complex.I * ((t j : ℂ) - t l)) ^ (k : ℕ) := by
  simp only [Matrix.mul_apply, Matrix.conjTranspose_apply, planeWave, Matrix.of_apply]
  refine Finset.sum_congr rfl fun k _ => ?_
  rw [← starRingEnd_apply, ← Complex.exp_conj, ← Complex.exp_add, ← Complex.exp_nat_mul]
  congr 1
  simp only [map_mul, Complex.conj_I, Complex.conj_ofReal, map_natCast]
  ring

/-- The sum `1 + z + ... + z^(N-1)` vanishes exactly when `z` is an `N`-th root of unity
other than one. -/
theorem geom_sum_zero_iff (hN : 0 < N) (z : ℂ) :
    ∑ k : Fin N, z ^ (k : ℕ) = 0 ↔ z ^ N = 1 ∧ z ≠ 1 := by
  rw [Fin.sum_univ_eq_sum_range (fun k => z ^ k) N]
  constructor
  · intro h
    have hg := geom_sum_mul z N
    rw [h, zero_mul] at hg
    refine ⟨sub_eq_zero.1 hg.symm, fun hz => ?_⟩
    rw [hz] at h
    simp at h
    omega
  · rintro ⟨h1, h2⟩
    rw [geom_sum_eq h2, h1]
    simp

/-- The weight of any configuration of `N` free fermions on the ring is at most `N^N`. -/
theorem weight_le (t : Fin N → ℝ) : weight t ≤ (N : ℝ) ^ N :=
  (hadamard_bound (planeWave t) fun j k => by simp [planeWave, Complex.norm_exp]).1

/-- The weight equals `N^N` exactly when the relative phase of any two particles is an
`N`-th root of unity other than one. -/
theorem weight_eq_iff_phases (hN : 0 < N) (t : Fin N → ℝ) :
    weight t = (N : ℝ) ^ N ↔ ∀ j l, j ≠ l →
      Complex.exp (Complex.I * ((t j : ℂ) - t l)) ^ N = 1 ∧
        Complex.exp (Complex.I * ((t j : ℂ) - t l)) ≠ 1 := by
  unfold weight
  rw [(hadamard_bound (planeWave t) fun j k => by simp [planeWave, Complex.norm_exp]).2]
  constructor
  · intro h j l hjl
    rw [← geom_sum_zero_iff hN, ← gram_apply, h]
    simp [hjl]
  · intro h
    ext j l
    by_cases hjl : j = l
    · subst hjl
      rw [gram_apply]
      simp
    · rw [gram_apply, (geom_sum_zero_iff hN _).2 (h j l hjl)]
      simp [hjl]

/-- The weight equals `N^N` exactly when the particles sit at equally spaced points of the
ring, up to a rigid rotation `a` and a relabelling `σ`. -/
theorem weight_eq_iff (hN : 0 < N) (t : Fin N → ℝ) :
    weight t = (N : ℝ) ^ N ↔ ∃ (a : ℝ) (σ : Equiv.Perm (Fin N)), ∀ j,
      Complex.exp (Complex.I * t j)
        = Complex.exp (Complex.I * (a + 2 * Real.pi * ((σ j : ℕ) : ℂ) / N)) := by
  have hζ := Complex.isPrimitiveRoot_exp N hN.ne'
  have hsplit : ∀ (a : ℝ) (m : ℕ),
      Complex.exp (Complex.I * (a + 2 * Real.pi * (m : ℂ) / N))
        = Complex.exp (Complex.I * a) * Complex.exp (2 * Real.pi * Complex.I / N) ^ m := by
    intro a m
    rw [← Complex.exp_nat_mul, ← Complex.exp_add]
    congr 1
    ring
  rw [weight_eq_iff_phases hN]
  constructor
  · intro h
    have : NeZero N := ⟨hN.ne'⟩
    -- measure all phases relative to the first particle
    let o : Fin N := ⟨0, hN⟩
    have hroot : ∀ j, ∃ m < N, Complex.exp (2 * Real.pi * Complex.I / N) ^ m
        = Complex.exp (Complex.I * ((t j : ℂ) - t o)) := by
      intro j
      apply hζ.eq_pow_of_pow_eq_one
      by_cases hj : j = o
      · rw [hj]
        simp
      · exact (h j o hj).1
    choose m hm hz using hroot
    have hj : ∀ j, Complex.exp (Complex.I * t j) = Complex.exp (Complex.I * t o)
        * Complex.exp (2 * Real.pi * Complex.I / N) ^ m j := by
      intro j
      rw [hz, ← Complex.exp_add]
      congr 1
      ring
    -- distinct particles occupy distinct roots, so all roots are occupied
    have hinj : Function.Injective (fun j => (⟨m j, hm j⟩ : Fin N)) := by
      intro j l hjl
      have hml : m j = m l := by simpa using hjl
      by_contra hne
      apply (h j l hne).2
      have e : Complex.exp (Complex.I * t j) = Complex.exp (Complex.I * t l) := by
        rw [hj j, hj l, hml]
      rw [mul_sub, Complex.exp_sub, e, div_self (Complex.exp_ne_zero _)]
    exact ⟨t o, Equiv.ofBijective _ (Finite.injective_iff_bijective.1 hinj),
      fun j => (hj j).trans (hsplit (t o) (m j)).symm⟩
  · rintro ⟨a, σ, h⟩ j l hjl
    have hp : ∀ m : ℕ, (Complex.exp (2 * Real.pi * Complex.I / N) ^ m) ^ N = 1 := by
      intro m
      rw [← pow_mul, mul_comm m N, pow_mul, hζ.pow_eq_one, one_pow]
    rw [mul_sub, Complex.exp_sub, h j, h l, hsplit a (σ j), hsplit a (σ l),
      mul_div_mul_left _ _ (Complex.exp_ne_zero _)]
    refine ⟨by rw [div_pow, hp, hp, div_one], fun he => ?_⟩
    have he' := (div_eq_one_iff_eq (pow_ne_zero _ (Complex.exp_ne_zero _))).1 he
    exact hjl (σ.injective (Fin.ext (hζ.pow_inj (σ j).2 (σ l).2 he')))

/-- The configuration with angles `2 π j / N` has weight `N^N`. -/
theorem weight_equallySpaced (hN : 0 < N) : weight (equallySpaced N) = (N : ℝ) ^ N :=
  (weight_eq_iff hN _).2 ⟨0, Equiv.refl _, fun j => by simp [equallySpaced]⟩

/-- A configuration of `N` free fermions on the ring is most probable exactly when it is
equally spaced, up to a rigid rotation `a` and a relabelling `σ`. -/
theorem most_probable_iff (hN : 0 < N) (t : Fin N → ℝ) :
    (∀ s : Fin N → ℝ, weight s ≤ weight t) ↔
      ∃ (a : ℝ) (σ : Equiv.Perm (Fin N)), ∀ j, Complex.exp (Complex.I * t j)
        = Complex.exp (Complex.I * (a + 2 * Real.pi * ((σ j : ℕ) : ℂ) / N)) := by
  rw [← weight_eq_iff hN]
  constructor
  · intro h
    exact le_antisymm (weight_le t) (weight_equallySpaced hN ▸ h (equallySpaced N))
  · intro h s
    rw [h]
    exact weight_le s

end

end FreeFermionsRingMaximum
```

```lean
#print axioms FreeFermionsRingMaximum.most_probable_iff
-- 'FreeFermionsRingMaximum.most_probable_iff' depends on axioms: [propext, Classical.choice, Quot.sound]
```

The matrix $A$ with entries $A_{jk}=e^{ikt_j}$ is `planeWave t`: rows are particles, columns are orbitals, and both indices run from $0$ to $N-1$ because they have type `Fin N`. Its squared determinant modulus is `weight t`. With orbitals normalised on the circle, the Slater determinant has position density

$$|\Psi(t_0,\dots,t_{N-1})|^2=\frac{|\det A|^2}{N!\,(2\pi)^N},$$

so the constant prefactor affects the height of the maximum but not its location. "Most probable" means a global maximum of this joint density, which `most_probable_iff` writes as `∀ s : Fin N → ℝ, weight s ≤ weight t`.

The theorem says that this condition holds if and only if there are a real angle $a$ and a permutation $\sigma$ of the labels with

$$e^{it_j}=e^{i(a+2\pi\sigma(j)/N)}\qquad\text{for every }j.$$

The angles are arbitrary real numbers, not reduced modulo $2\pi$. Comparing exponentials instead of angles identifies values that describe the same point of the ring. The explicit configuration $t_j=2\pi j/N$ is `equallySpaced N`, and `weight_equallySpaced` states that it attains $N^N$.

The fermions are non-interacting and share one spin state. Starting the momenta at $k=0$ is a convention: shifting all of them by the same integer multiplies each row of $A$ by a phase and leaves the density unchanged. A gap in the momenta, by contrast, can change the result: two fermions with $k=0$ and $k=2$ have a density proportional to $|1-e^{2i(t_1-t_0)}|^2$, which vanishes at equal spacing. The theorems do not treat orbital sets with gaps, interactions or finite temperature. Within this non-interacting model, the preference for equal spacing arises without any repulsive force, from antisymmetry together with the filling of consecutive plane waves. The result locates the maxima and does not say how strongly the particles fluctuate about them.

The argument begins with an inequality for numbers. Let $x_i\ge 0$ be $N$ numbers with $\sum_i x_i=N$. Since $x\le e^{x-1}$ for every real $x$,

$$\prod_i x_i\le\prod_i e^{x_i-1}=e^{\sum_i x_i-N}=1.$$

If the product equals one, every $x_i$ is positive. Were some $x_i\ne 1$, its exponential bound would be strict and the product would be less than one, a contradiction. This is `prod_le_one_of_mean_one`; the strict comparison of products is supplied by `Finset.prod_lt_prod`.

Next consider the Gram matrix $G=AA^\dagger$. It is positive semidefinite, so its eigenvalues $\lambda_i$ are nonnegative. Their product is $\det G=|\det A|^2$. Every entry of $A$ has modulus one, so each diagonal entry of $G$ is $N$ and

$$\sum_i\lambda_i=\operatorname{tr}G=N^2.$$

The numbers $x_i=\lambda_i/N$ therefore sum to $N$, and the first inequality gives

$$\frac{|\det A|^2}{N^N}=\prod_i\frac{\lambda_i}{N}\le 1.$$

At equality all $\lambda_i$ equal $N$. A Hermitian matrix whose eigenvalues all equal $N$ is $N$ times the identity, so $G=N\,\mathbb 1$. Conversely, $G=N\,\mathbb 1$ gives $\det G=N^N$.

The lemma `hadamard_bound` carries this out for any square matrix with unimodular entries, which is a special case of Hadamard's determinant inequality. In its proof `hprod` and `hsum` are the product and sum of the eigenvalues, and `hH.spectral_theorem` turns equal eigenvalues into the matrix identity. Applied to plane waves, it yields the bound `weight_le`.

It remains to find when the rows of the plane-wave matrix are orthogonal. Writing $z_{jl}=e^{i(t_j-t_l)}$, one has

$$G_{jl}=\sum_{k=0}^{N-1}e^{ikt_j}e^{-ikt_l}=\sum_{k=0}^{N-1}z_{jl}^k,$$

which is `gram_apply`. For any complex $z$, the geometric sum $S=\sum_{k=0}^{N-1}z^k$ obeys $S(z-1)=z^N-1$. If $S=0$, then $z^N=1$; moreover $z\ne1$, because $z=1$ would give $S=N>0$. Conversely, $z^N=1$ with $z\ne1$ forces $S=0$. This is `geom_sum_zero_iff`.

The diagonal entries of $G$ are always $N$, so $G=N\,\mathbb 1$ means that $z_{jl}^N=1$ and $z_{jl}\ne1$ for all $j\ne l$. That is the content of `weight_eq_iff_phases`, whose proof compares the matrices entry by entry, treating diagonal and off-diagonal entries separately. For $N=1$ there are no pairs to constrain, and the weight is $1$ at every angle.

To turn the pairwise conditions into positions, put $\zeta=e^{2\pi i/N}$ and measure every phase relative to particle $0$. Each relative phase is an $N$-th root of unity, so

$$e^{it_j}=e^{it_0}\zeta^{m_j},\qquad 0\le m_j<N.$$

If $m_j=m_l$ for two different particles, then $z_{jl}=1$, which is excluded. The map $j\mapsto m_j$ is thus injective from an $N$-element set to itself, hence a permutation $\sigma$, and the rotation is $a=t_0$.

In the other direction, suppose the positions have the stated form. Then $z_{jl}=\zeta^{\sigma(j)-\sigma(l)}$, whose $N$-th power is one. It differs from one when $j\ne l$, since $\sigma(j)$ and $\sigma(l)$ are then distinct integers between $0$ and $N-1$.

These two directions make up `weight_eq_iff`. There `choose` selects the exponents $m_j$, `hinj` proves that they are distinct, and `Equiv.ofBijective` builds the permutation.

Taking $a=0$ and $\sigma$ the identity shows that $t_j=2\pi j/N$ has weight $N^N$, so the upper bound is the true maximum. A configuration that maximises the weight must reach at least this value and, by the bound, no more. A configuration with weight $N^N$ is conversely a maximiser. This is how `most_probable_iff` follows, with `le_antisymm` combining the two inequalities.
